# A positive self-energy $k\,\mathrm{tr}\,Q^2$ is four times larger for real p orbitals than for circular ones

Let $c\in\mathbb C^3$ hold the Cartesian coefficients of a p orbital, with $\sum_i|c_i|^2=1$, and let $Q_{ij}=\mathrm{Re}(c_ic_j^*)-\delta_{ij}/3$. Then

$$\mathrm{tr}\,Q^2=\tfrac16+\tfrac12|c\cdot c|^2,\qquad c\cdot c=\sum_i c_i^2,$$

with no complex conjugation in $c\cdot c$. A real orbital has $c\cdot c=1$ and $\mathrm{tr}\,Q^2=2/3$. A circular one, such as $(e_x+ie_y)/\sqrt2$, has $c\cdot c=0$ and $\mathrm{tr}\,Q^2=1/6$.

## Orbital dependence in open-shell atoms

$Q$ describes the quadrupolar part of the orbital's angular density. For a fixed radial function, the Coulomb self-repulsion of that part is $k\,\mathrm{tr}\,Q^2$ with $k>0$. For a single electron, exact exchange cancels it. If an approximate energy expression retains such a term, the term contributes $k/2$ more for $p_z$ than for $p_{+1}$, although the two orbitals are degenerate in a free atom without spin-orbit coupling. Atomic reference energies can then depend on whether the code occupies real or complex orbitals.

## From real and imaginary parts to the trace

Write $c=a+ib$ with $a,b$ real, so $|a|^2+|b|^2=1$, and set $P_{ij}=\mathrm{Re}(c_ic_j^*)=a_ia_j+b_ib_j$. Then $\mathrm{tr}\,P=1$ and

$$\mathrm{tr}\,P^2=|a|^4+|b|^4+2(a\cdot b)^2.$$

Since $c\cdot c=|a|^2-|b|^2+2i\,a\cdot b$,

$$|c\cdot c|^2=(|a|^2-|b|^2)^2+4(a\cdot b)^2.$$

Using $|a|^4+|b|^4=\frac12[1+(|a|^2-|b|^2)^2]$ gives $\mathrm{tr}\,P^2=\frac12+\frac12|c\cdot c|^2$. With $Q=P-\frac13\mathbf 1$,

$$\mathrm{tr}\,Q^2=\mathrm{tr}\,P^2-\tfrac23\,\mathrm{tr}\,P+\tfrac13=\tfrac16+\tfrac12|c\cdot c|^2.$$

For angular momentum in units of $\hbar$, take $(L_k)_{mn}=-i\varepsilon_{kmn}$. Contracting two $\varepsilon$ symbols gives $\langle L_iL_j\rangle=\delta_{ij}-c_ic_j^*$, hence $Q_{ij}=\frac23\delta_{ij}-\mathrm{Re}\langle L_iL_j\rangle$. Also $\langle\mathbf L\rangle=2\,a\times b$, so

$$|\langle\mathbf L\rangle|^2=4|a|^2|b|^2-4(a\cdot b)^2=1-|c\cdot c|^2,$$

and $\mathrm{tr}\,Q^2=\frac23-\frac12|\langle\mathbf L\rangle|^2$. Therefore $\frac16\le\mathrm{tr}\,Q^2\le\frac23$, with the lower value exactly when $c\cdot c=0$.

At the upper value $|c\cdot c|=1$. Choose $u$ with $u^2=c\cdot c$, so $|u|=1$, and put $d=u^*c$. Then $d$ is normalised and $d\cdot d=1$. Subtracting the real part of $d\cdot d=1$ from the normalisation gives $2\sum_i(\mathrm{Im}\,d_i)^2=0$, so $d$ is real and $c=ud$. Conversely, if $c=ur$ with $r$ real and $|u|=1$, then $c\cdot c=u^2$ has modulus one.

## The Lean file

```lean
import Mathlib

open Matrix

namespace POrbitalQuadrupole

noncomputable section

/-- The p orbital with Cartesian coefficients `c` is normalised. -/
def Normalized (c : Fin 3 → ℂ) : Prop := ∑ i, ‖c i‖ ^ 2 = 1

/-- The quadrupole matrix `Q = Re (c c*) - 1/3` of a p orbital. -/
def quadrupole (c : Fin 3 → ℂ) : Matrix (Fin 3) (Fin 3) ℝ :=
  Matrix.of fun i j => (c i * star (c j)).re - if i = j then 1 / 3 else 0

/-- The orbital angular momentum matrices of the p shell in the Cartesian basis,
in units of the reduced Planck constant. -/
def L : Fin 3 → Matrix (Fin 3) (Fin 3) ℂ :=
  ![!![0, 0, 0; 0, 0, -Complex.I; 0, Complex.I, 0],
    !![0, 0, Complex.I; 0, 0, 0; -Complex.I, 0, 0],
    !![0, -Complex.I, 0; Complex.I, 0, 0; 0, 0, 0]]

/-- The inner product of `c` with `A c`, which for a normalised orbital `c` is the expectation value
of the operator `A`. -/
def expect (c : Fin 3 → ℂ) (A : Matrix (Fin 3) (Fin 3) ℂ) : ℂ :=
  star c ⬝ᵥ (A *ᵥ c)

/-- A quadrupolar self-energy with coupling constant `k`, proportional to `tr Q²`. -/
def selfEnergy (k : ℝ) (c : Fin 3 → ℂ) : ℝ :=
  k * (quadrupole c * quadrupole c).trace

/-- The circular p orbital `(e_x + i e_y) / √2`. -/
def circularP : Fin 3 → ℂ :=
  ![((1 / Real.sqrt 2 : ℝ) : ℂ), Complex.I * ((1 / Real.sqrt 2 : ℝ) : ℂ), 0]

/-- For a normalised p orbital, the quadrupole matrix is `2/3` times the identity minus the
real part of the expectation values of the products `L_i L_j`. -/
theorem quadrupole_eq_angular_momentum {c : Fin 3 → ℂ} (h : Normalized c) (i j : Fin 3) :
    quadrupole c i j = (if i = j then 2 / 3 else 0) - (expect c (L i * L j)).re := by
  simp only [Normalized, Fin.sum_univ_three, Complex.sq_norm, Complex.normSq_apply] at h
  fin_cases i <;> fin_cases j <;>
    simp [quadrupole, expect, L, Matrix.mulVec, dotProduct, Matrix.mul_apply,
      Fin.sum_univ_three] <;> linarith

/-- For a normalised p orbital, `tr Q² = 1/6 + |c·c|²/2`, where `c·c` is the bilinear square
without complex conjugation. -/
theorem trace_quadrupole_sq {c : Fin 3 → ℂ} (h : Normalized c) :
    (quadrupole c * quadrupole c).trace = 1 / 6 + ‖c ⬝ᵥ c‖ ^ 2 / 2 := by
  simp only [Normalized, Fin.sum_univ_three, Complex.sq_norm, Complex.normSq_apply] at h
  simp [quadrupole, Matrix.trace, Matrix.mul_apply, dotProduct, Fin.sum_univ_three,
    Complex.sq_norm, Complex.normSq_apply]
  -- the two sides differ by (N - 1)(N/2 - 1/6), with N the squared norm of c
  linear_combination (((c 0).re ^ 2 + (c 0).im ^ 2 + (c 1).re ^ 2 + (c 1).im ^ 2
    + (c 2).re ^ 2 + (c 2).im ^ 2) / 2 - 1 / 6) * h

/-- For a normalised p orbital, the squared length of the mean angular momentum vector is
`1 - |c·c|²`. -/
theorem angular_momentum_sq {c : Fin 3 → ℂ} (h : Normalized c) :
    ∑ k, (expect c (L k)).re ^ 2 = 1 - ‖c ⬝ᵥ c‖ ^ 2 := by
  simp only [Normalized, Fin.sum_univ_three, Complex.sq_norm, Complex.normSq_apply] at h
  simp [expect, L, Matrix.mulVec, dotProduct, Fin.sum_univ_three,
    Complex.sq_norm, Complex.normSq_apply]
  linear_combination ((c 0).re ^ 2 + (c 0).im ^ 2 + (c 1).re ^ 2 + (c 1).im ^ 2
    + (c 2).re ^ 2 + (c 2).im ^ 2 + 1) * h

/-- For a normalised p orbital, `tr Q²` is `2/3` minus half the squared length of the mean
angular momentum vector. -/
theorem trace_quadrupole_sq_eq_angular_momentum {c : Fin 3 → ℂ} (h : Normalized c) :
    (quadrupole c * quadrupole c).trace
      = 2 / 3 - (∑ k, (expect c (L k)).re ^ 2) / 2 := by
  rw [trace_quadrupole_sq h, angular_momentum_sq h]
  ring

/-- For a normalised p orbital, `tr Q²` lies between `1/6` and `2/3`, and it equals `1/6`
exactly when the bilinear square `c·c` vanishes. -/
theorem trace_quadrupole_sq_range {c : Fin 3 → ℂ} (h : Normalized c) :
    1 / 6 ≤ (quadrupole c * quadrupole c).trace ∧
    (quadrupole c * quadrupole c).trace ≤ 2 / 3 ∧
    ((quadrupole c * quadrupole c).trace = 1 / 6 ↔ c ⬝ᵥ c = 0) := by
  have hm := trace_quadrupole_sq h
  refine ⟨?_, ?_, ?_, ?_⟩
  · linarith [sq_nonneg ‖c ⬝ᵥ c‖]
  · have hL : 0 ≤ ∑ k, (expect c (L k)).re ^ 2 :=
      Finset.sum_nonneg fun k _ => sq_nonneg _
    linarith [trace_quadrupole_sq_eq_angular_momentum h]
  · intro ht
    have h0 : ‖c ⬝ᵥ c‖ ^ 2 = 0 := by linarith
    exact norm_eq_zero.1 ((pow_eq_zero_iff two_ne_zero).1 h0)
  · intro h0
    rw [hm, h0, norm_zero]
    norm_num

/-- A normalised p orbital whose bilinear square is one has real coefficients. -/
theorem im_eq_zero_of_dot_self {d : Fin 3 → ℂ} (h : Normalized d) (hd : d ⬝ᵥ d = 1)
    (i : Fin 3) : (d i).im = 0 := by
  have h1 := congrArg Complex.re hd
  simp only [dotProduct, Fin.sum_univ_three, Complex.add_re, Complex.mul_re,
    Complex.one_re] at h1
  simp only [Normalized, Fin.sum_univ_three, Complex.sq_norm, Complex.normSq_apply] at h
  have hs : ∑ j, (d j).im ^ 2 = 0 := by
    rw [Fin.sum_univ_three]
    linear_combination (h - h1) / 2
  have hi := (Finset.sum_eq_zero_iff_of_nonneg
    (fun j _ => sq_nonneg (d j).im)).1 hs i (Finset.mem_univ i)
  exact (pow_eq_zero_iff two_ne_zero).1 hi

/-- For a normalised p orbital, `tr Q²` equals `2/3` exactly when the orbital is a real
orbital up to a global phase. -/
theorem trace_quadrupole_sq_eq_max_iff {c : Fin 3 → ℂ} (h : Normalized c) :
    (quadrupole c * quadrupole c).trace = 2 / 3 ↔
      ∃ (u : ℂ) (r : Fin 3 → ℝ), ‖u‖ = 1 ∧ ∀ i, c i = u * (r i : ℂ) := by
  have hm := trace_quadrupole_sq h
  constructor
  · intro ht
    -- the phase is a square root of c·c
    obtain ⟨u, hu⟩ := IsAlgClosed.exists_pow_nat_eq (c ⬝ᵥ c) (n := 2) two_pos
    have hn : ‖c ⬝ᵥ c‖ ^ 2 = 1 := by linarith
    rw [← hu, norm_pow] at hn
    have hu1 : ‖u‖ = 1 :=
      (pow_eq_one_iff_of_nonneg (norm_nonneg u) (by norm_num : (4 : ℕ) ≠ 0)).1
        (by linear_combination hn)
    have huu : star u * u = 1 := by
      rw [Complex.star_def, mul_comm, Complex.mul_conj, Complex.normSq_eq_norm_sq, hu1]
      norm_num
    -- removing the phase leaves a vector with bilinear square one
    have hN : Normalized (fun i => star u * c i) := by
      simpa [Normalized, hu1] using h
    have hd : (fun i => star u * c i) ⬝ᵥ (fun i => star u * c i) = 1 := by
      simp only [dotProduct, Fin.sum_univ_three] at hu ⊢
      linear_combination (-(star u) ^ 2) * hu + (star u * u + 1) * huu
    refine ⟨u, fun i => (star u * c i).re, hu1, fun i => ?_⟩
    have him : (star u * c i).im = 0 := im_eq_zero_of_dot_self hN hd i
    have e : (((star u * c i).re : ℝ) : ℂ) = star u * c i :=
      Complex.ext (Complex.ofReal_re _) ((Complex.ofReal_im _).trans him.symm)
    change c i = u * (((star u * c i).re : ℝ) : ℂ)
    rw [e]
    linear_combination (-(c i)) * huu
  · rintro ⟨u, r, hu, hc⟩
    have h1 : ∑ i, r i ^ 2 = 1 := by simpa [Normalized, hc, hu] using h
    have h2 : ∑ i, (r i : ℂ) ^ 2 = 1 := by exact_mod_cast h1
    have h3 : c ⬝ᵥ c = u ^ 2 := by
      simp only [dotProduct, hc, Fin.sum_univ_three] at h2 ⊢
      linear_combination u ^ 2 * h2
    rw [hm, h3, norm_pow, hu]
    norm_num

/-- For a positive coupling constant, the self-energy of a normalised p orbital `c` with
`c·c = 0` is positive, and that of any normalised real p orbital is four times larger. -/
theorem selfEnergy_real_eq_four_mul_circular {k : ℝ} (hk : 0 < k) {r c : Fin 3 → ℂ}
    (hr : Normalized r) (hreal : ∀ i, (r i).im = 0)
    (hc : Normalized c) (hcirc : c ⬝ᵥ c = 0) :
    0 < selfEnergy k c ∧ selfEnergy k r = 4 * selfEnergy k c := by
  have h1 := (trace_quadrupole_sq_range hc).2.2.2 hcirc
  have h2 := (trace_quadrupole_sq_eq_max_iff hr).2
    ⟨1, fun i => (r i).re, norm_one, fun i => by
      rw [one_mul]
      exact Complex.ext (Complex.ofReal_re _).symm
        ((hreal i).trans (Complex.ofReal_im _).symm)⟩
  rw [selfEnergy, selfEnergy, h1, h2]
  constructor
  · positivity
  · ring

/-- The orbital `(e_x + i e_y) / √2` is normalised and its bilinear square vanishes. -/
theorem circularP_witness : Normalized circularP ∧ circularP ⬝ᵥ circularP = 0 := by
  have hs : (1 / Real.sqrt 2) ^ 2 = 1 / 2 := by
    rw [div_pow, Real.sq_sqrt (by norm_num), one_pow]
  constructor
  · rw [Normalized, Fin.sum_univ_three]
    change ‖((1 / Real.sqrt 2 : ℝ) : ℂ)‖ ^ 2
      + ‖Complex.I * ((1 / Real.sqrt 2 : ℝ) : ℂ)‖ ^ 2 + ‖(0 : ℂ)‖ ^ 2 = 1
    rw [norm_mul, Complex.norm_I, Complex.norm_real, Real.norm_eq_abs, one_mul, sq_abs,
      hs, norm_zero]
    norm_num
  · rw [dotProduct, Fin.sum_univ_three]
    change ((1 / Real.sqrt 2 : ℝ) : ℂ) * ((1 / Real.sqrt 2 : ℝ) : ℂ)
      + Complex.I * ((1 / Real.sqrt 2 : ℝ) : ℂ) * (Complex.I * ((1 / Real.sqrt 2 : ℝ) : ℂ))
      + (0 : ℂ) * 0 = 0
    linear_combination ((1 / Real.sqrt 2 : ℝ) : ℂ) ^ 2 * Complex.I_sq

end

end POrbitalQuadrupole
```

```lean
#print axioms POrbitalQuadrupole.quadrupole_eq_angular_momentum
#print axioms POrbitalQuadrupole.selfEnergy_real_eq_four_mul_circular
```

```
'POrbitalQuadrupole.quadrupole_eq_angular_momentum' depends on axioms: [propext, Classical.choice, Quot.sound]
'POrbitalQuadrupole.selfEnergy_real_eq_four_mul_circular' depends on axioms: [propext, Classical.choice, Quot.sound]
```

## Orbitals, operators and the assumed coupling

An orbital is a function `Fin 3 → ℂ`, with indices 0, 1, 2 for $x,y,z$. `Normalized` is the unit-norm condition, `quadrupole` is $Q$, and `c ⬝ᵥ c` is the bilinear square. `expect` conjugates its left vector, as a quantum expectation value requires.

`selfEnergy_real_eq_four_mul_circular` takes $k>0$, a normalised orbital with zero imaginary parts and a normalised one with $c\cdot c=0$. It concludes that the circular self-energy is positive and the real one four times larger. The factor applies to this term, not to the total energy. The coupling `k` is an input standing for the radial integrals and the strength of the retained interaction; the file contains no radial function, density functional or many-electron state.

## Polynomial identities and the phase argument

In `trace_quadrupole_sq` and `angular_momentum_sq`, `simp` expands both sides into real and imaginary parts, and `linear_combination` supplies the multiple of the normalisation equation that closes the gap. `quadrupole_eq_angular_momentum` checks the nine index pairs separately.

`trace_quadrupole_sq_eq_angular_momentum` combines `trace_quadrupole_sq` with `angular_momentum_sq`, and `trace_quadrupole_sq_range` reads off the bounds from squares being nonnegative. `trace_quadrupole_sq_eq_max_iff` follows the phase argument above: `IsAlgClosed.exists_pow_nat_eq` supplies $u$, and `im_eq_zero_of_dot_self` shows that $d$ is real. The self-energy theorem inserts the two extreme values, and `circularP_witness` confirms that $(e_x+ie_y)/\sqrt2$ meets the circular hypotheses.
